# The Yukawa exchange velocity at the Fermi surface diverges logarithmically as the screening vanishes

## A slope that does not converge

Suppose the exchange self-energy of the uniform electron gas is computed with a weakly screened interaction, and its slope at the Fermi momentum is read off as an estimate for the Coulomb gas. The number is finite and looks reasonable, but it has no limit to approach: each tenfold reduction of the inverse screening length $\lambda$ raises it by about $\ln 10/\pi$ in units of $e^2/\hbar$, without end. The slope as an explicit function of the screening, derived below, shows this.

The model is a filled Fermi sphere of radius $k_F$ at zero temperature, in units $\hbar=e^2=1$. Electrons of equal spin exchange through $4\pi/(q^2+\lambda^2)$, the Fourier transform of $e^{-\lambda r}/r$. The parameter $\lambda$ stands for static screening by the other charges and is prescribed here, not computed. At momentum $k$ the exchange self-energy is

$$\Sigma(k)=-\int_{|\mathbf p|<k_F}\frac{d^3p}{(2\pi)^3}\,\frac{4\pi}{|\mathbf k-\mathbf p|^2+\lambda^2}
=-\frac1\pi\int_0^{k_F}\!dp\int_{-1}^{1}\!dc\,\frac{p^2}{k^2+p^2-2kpc+\lambda^2},$$

where $c$ is the cosine of the angle between $\mathbf k$ and $\mathbf p$. The exchange velocity is $\Sigma'(k_F)$, the exchange contribution to the Hartree-Fock quasiparticle velocity.

## The velocity in closed form

Let $s=\lambda^2/(2k_F^2)$ and

$$I(s)=\int_{-1}^{1}\frac{m}{1+s-m}\,dm .$$

For $k_F>0$ and $\lambda\neq0$, $\Sigma$ is differentiable at $k_F$, and

$$\Sigma'(k_F)=\frac{I(s)}{2\pi},\qquad I(s)=(1+s)\ln\frac{2+s}{s}-2 .$$

As $s\to0^+$, $I(s)-\ln(1/s)\to\ln2-2$ and $I(s)/\ln(1/s)\to1$. At fixed $k_F$, as $\lambda\to0^+$,

$$\Sigma'(k_F)-\frac1\pi\ln\frac{2k_F}{\lambda}\to-\frac1\pi .$$

In Lean, `surfaceIntegral s` is $I(s)$ and `yukawaExchange kF lam k` is $\Sigma(k)$ in its double-integral form; the reduction from three-dimensional momentum space is part of the definition. `HasDerivAt` states both differentiability and the value of the derivative. The filter `𝓝[>] 0` means approach to zero through positive values.

The theorems concern exchange alone, with a sharp Fermi sphere and nonzero screening. The kinetic term, correlation and the self-energy at exactly $\lambda=0$ are not treated.

## Evaluating the surface integral

For $s>0$ the denominator is positive on $[-1,1]$, and

$$\frac{m}{1+s-m}=\frac{1+s}{1+s-m}-1$$

has the antiderivative $-(1+s)\ln(1+s-m)-m$. Its values at $1$ and $-1$ differ by

$$I(s)=-(1+s)\ln s-1+(1+s)\ln(2+s)-1,$$

which is the closed form. Subtracting $\ln(1/s)=-\ln s$ gives

$$I(s)-\ln(1/s)=(1+s)\ln(2+s)-s\ln s-2\;\to\;\ln2-2,$$

because $s\ln s\to0$. Dividing by $\ln(1/s)\to\infty$ then gives

$$\frac{I(s)}{\ln(1/s)}=1+\frac{I(s)-\ln(1/s)}{\ln(1/s)}\to1 .$$

## From the Fermi sphere to a moving window

Take $k\ne0$. The denominator in $\Sigma$ equals $(k-pc)^2+p^2(1-c^2)+\lambda^2>0$, so the angular integral is

$$\int_{-1}^{1}\frac{p^2\,dc}{k^2+p^2-2kpc+\lambda^2}
=\frac{p}{2k}\Big[\ln((k+p)^2+\lambda^2)-\ln((k-p)^2+\lambda^2)\Big].$$

Put $u=k+p$ in the first term and $u=k-p$ in the second. The factors $p$ and $-p$ both become $u-k$, and the two ranges join at $k$:

$$\Sigma(k)=-\frac1{2\pi k}\int_{k-k_F}^{k+k_F}(u-k)\ln(u^2+\lambda^2)\,du .$$

## The slope at the Fermi momentum

Let $G'(x)=\ln(x^2+\lambda^2)$ and

$$P(x)=\tfrac12(x^2+\lambda^2)\big[\ln(x^2+\lambda^2)-1\big],\qquad P'(x)=x\ln(x^2+\lambda^2).$$

Then $\Sigma(k)=-N(k)/(2\pi k)$ with

$$N(k)=P(k+k_F)-P(k-k_F)-k\,[G(k+k_F)-G(k-k_F)].$$

Write $A=\ln(4k_F^2+\lambda^2)$, $B=\ln\lambda^2$, $\Delta G=G(2k_F)-G(0)$ and $\Delta P=P(2k_F)-P(0)$. At $k=k_F$,

$$N=\Delta P-k_F\Delta G,\qquad N'=2k_FA-\Delta G-k_F(A-B)=k_F(A+B)-\Delta G .$$

The quotient rule gives

$$\Sigma'(k_F)=-\frac1{2\pi}\Big[\frac{N'}{k_F}-\frac{N}{k_F^2}\Big]=-\frac1{2\pi}\Big[A+B-\frac{\Delta P}{k_F^2}\Big],$$

and $\Delta G$ has cancelled. Since $\Delta P/k_F^2=(2+s)A-sB-2$,

$$\Sigma'(k_F)=\frac{(1+s)(A-B)-2}{2\pi}.$$

Finally $A-B=\ln(1+4k_F^2/\lambda^2)=\ln((2+s)/s)$, so the numerator is $I(s)$.

For the weak-screening limit, insert $\ln(1/s)=2\ln(2k_F/\lambda)-\ln2$ into $I(s)=\ln(1/s)+\ln2-2+o(1)$. The two $\ln2$ terms cancel, and division by $2\pi$ leaves $\ln(2k_F/\lambda)/\pi-1/\pi+o(1)$.

## The Lean file

```lean
import Mathlib

open Filter Topology
open scoped Real

namespace YukawaExchangeVelocity

noncomputable section

/-- The Fermi-surface integral of `m / (1 + s - m)` over the cosine `m` of the angle between
two momenta on the Fermi sphere, with dimensionless screening `s`. -/
def surfaceIntegral (s : ℝ) : ℝ := ∫ m in (-1 : ℝ)..1, m / (1 + s - m)

/-- The exchange self-energy at momentum `k` for the interaction `4π / (q² + lam²)` (units with
`e² = 1`), integrated over the Fermi sphere of radius `kF` in the radius `p` and cosine `c`. -/
def yukawaExchange (kF lam k : ℝ) : ℝ :=
  -(1 / π) * ∫ p in (0 : ℝ)..kF, ∫ c in (-1 : ℝ)..1,
    p ^ 2 / (k ^ 2 + p ^ 2 - 2 * k * p * c + lam ^ 2)

/-- Closed form of the Fermi-surface integral at positive screening. -/
theorem surfaceIntegral_eq {s : ℝ} (hs : 0 < s) :
    surfaceIntegral s = (1 + s) * Real.log ((2 + s) / s) - 2 := by
  have hpos : ∀ m ∈ Set.uIcc (-1 : ℝ) 1, 0 < 1 + s - m := by
    intro m hm
    rw [Set.uIcc_of_le (by norm_num)] at hm
    linarith [hm.2]
  have hd : ∀ m ∈ Set.uIcc (-1 : ℝ) 1,
      HasDerivAt (fun x : ℝ => -(1 + s) * Real.log (1 + s - x) - x) (m / (1 + s - m)) m := by
    intro m hm
    have h := (hpos m hm).ne'
    have h1 : HasDerivAt (fun x : ℝ => 1 + s - x) (-1) m :=
      (hasDerivAt_id' m).const_sub (1 + s)
    exact (((h1.log h).const_mul (-(1 + s))).fun_sub (hasDerivAt_id' m)).congr_deriv
      (by field_simp; ring)
  have hc : ContinuousOn (fun m : ℝ => m / (1 + s - m)) (Set.uIcc (-1 : ℝ) 1) :=
    ContinuousOn.div (by fun_prop) (by fun_prop) (fun m hm => (hpos m hm).ne')
  unfold surfaceIntegral
  rw [intervalIntegral.integral_eq_sub_of_hasDerivAt hd hc.intervalIntegrable,
    Real.log_div (show 2 + s ≠ 0 by positivity) hs.ne']
  rw [show 1 + s - 1 = s by ring, show 1 + s - (-1) = 2 + s by ring]
  ring

/-- At weak screening the Fermi-surface integral is `ln(1/s)` plus the constant `ln 2 - 2`, up to
a vanishing remainder. -/
theorem surfaceIntegral_sub_log_tendsto :
    Tendsto (fun s => surfaceIntegral s - Real.log (1 / s)) (𝓝[>] 0)
      (𝓝 (Real.log 2 - 2)) := by
  have hcont : ContinuousAt
      (fun s : ℝ => (1 + s) * Real.log (2 + s) - s * Real.log s - 2) 0 :=
    ContinuousAt.sub (ContinuousAt.sub
      (ContinuousAt.mul (by fun_prop) (ContinuousAt.log (by fun_prop) (by norm_num)))
      Real.continuous_mul_log.continuousAt) continuousAt_const
  have h := hcont.tendsto.mono_left (nhdsWithin_le_nhds (s := Set.Ioi 0))
  have h0 : (1 + (0 : ℝ)) * Real.log (2 + 0) - 0 * Real.log 0 - 2 = Real.log 2 - 2 := by simp
  rw [← h0]
  refine h.congr' ?_
  filter_upwards [self_mem_nhdsWithin] with s hs
  have hs' : 0 < s := hs
  rw [surfaceIntegral_eq hs', Real.log_div (show 2 + s ≠ 0 by positivity) hs'.ne',
    one_div, Real.log_inv]
  ring

/-- The ratio of the Fermi-surface integral to `ln(1/s)` tends to one as the screening vanishes. -/
theorem surfaceIntegral_div_log_tendsto :
    Tendsto (fun s => surfaceIntegral s / Real.log (1 / s)) (𝓝[>] 0) (𝓝 1) := by
  have hL : Tendsto (fun s : ℝ => Real.log (1 / s)) (𝓝[>] 0) atTop := by
    have h : Tendsto (fun s : ℝ => Real.log s⁻¹) (𝓝[>] 0) atTop :=
      Real.tendsto_log_atTop.comp tendsto_inv_nhdsGT_zero
    simpa only [one_div] using h
  have h := (surfaceIntegral_sub_log_tendsto.div_atTop hL).const_add 1
  rw [add_zero] at h
  refine h.congr' ?_
  filter_upwards [hL.eventually_gt_atTop 0] with s hs
  rw [sub_div, div_self hs.ne']
  ring

/-- The exchange self-energy as a single integral of a logarithm over the momentum window from
`k - kF` to `k + kF`. -/
theorem yukawaExchange_eq_window (kF : ℝ) {lam k : ℝ} (hlam : lam ≠ 0) (hk : k ≠ 0) :
    yukawaExchange kF lam k =
      -(1 / (2 * π * k)) * ∫ u in (k - kF)..(k + kF), (u - k) * Real.log (u ^ 2 + lam ^ 2) := by
  have hl : 0 < lam ^ 2 := by positivity
  -- the angular integral, written with the window integrand at `k + p` and `k - p`
  have inner : ∀ p : ℝ, ∫ c in (-1 : ℝ)..1, p ^ 2 / (k ^ 2 + p ^ 2 - 2 * k * p * c + lam ^ 2) =
      1 / (2 * k) * ((k + p - k) * Real.log ((k + p) ^ 2 + lam ^ 2)
        + (k - p - k) * Real.log ((k - p) ^ 2 + lam ^ 2)) := by
    intro p
    have hD : ∀ c ∈ Set.uIcc (-1 : ℝ) 1, k ^ 2 + p ^ 2 - 2 * k * p * c + lam ^ 2 ≠ 0 := by
      intro c hc
      rw [Set.uIcc_of_le (by norm_num)] at hc
      have h1 : 0 ≤ 1 - c ^ 2 := by nlinarith [hc.1, hc.2]
      have h2 : 0 < k ^ 2 + p ^ 2 - 2 * k * p * c + lam ^ 2 := by
        nlinarith [sq_nonneg (k - p * c), mul_nonneg (sq_nonneg p) h1]
      exact h2.ne'
    have hd : ∀ c ∈ Set.uIcc (-1 : ℝ) 1, HasDerivAt
        (fun x : ℝ => -(p / (2 * k)) * Real.log (k ^ 2 + p ^ 2 - 2 * k * p * x + lam ^ 2))
        (p ^ 2 / (k ^ 2 + p ^ 2 - 2 * k * p * c + lam ^ 2)) c := by
      intro c hc
      have h := hD c hc
      have h1 : HasDerivAt (fun x : ℝ => k ^ 2 + p ^ 2 - 2 * k * p * x + lam ^ 2)
          (-(2 * k * p * 1)) c :=
        (((hasDerivAt_id' c).const_mul (2 * k * p)).const_sub (k ^ 2 + p ^ 2)).add_const _
      exact ((h1.log h).const_mul (-(p / (2 * k)))).congr_deriv (by field_simp)
    have hc : ContinuousOn (fun c : ℝ => p ^ 2 / (k ^ 2 + p ^ 2 - 2 * k * p * c + lam ^ 2))
        (Set.uIcc (-1 : ℝ) 1) := ContinuousOn.div (by fun_prop) (by fun_prop) hD
    rw [intervalIntegral.integral_eq_sub_of_hasDerivAt hd hc.intervalIntegrable]
    rw [show k ^ 2 + p ^ 2 - 2 * k * p * 1 + lam ^ 2 = (k - p) ^ 2 + lam ^ 2 by ring,
      show k ^ 2 + p ^ 2 - 2 * k * p * (-1) + lam ^ 2 = (k + p) ^ 2 + lam ^ 2 by ring]
    ring
  have hc : Continuous (fun u : ℝ => (u - k) * Real.log (u ^ 2 + lam ^ 2)) :=
    Continuous.mul (by fun_prop) (Continuous.log (by fun_prop) (fun u => by positivity))
  have c1 : Continuous (fun p : ℝ => (k + p - k) * Real.log ((k + p) ^ 2 + lam ^ 2)) :=
    hc.comp (continuous_const.add continuous_id)
  have c2 : Continuous (fun p : ℝ => (k - p - k) * Real.log ((k - p) ^ 2 + lam ^ 2)) :=
    hc.comp (continuous_const.sub continuous_id)
  -- shift the radial variable; the two halves join at `k`
  have h1 : ∫ p in (0 : ℝ)..kF, (k + p - k) * Real.log ((k + p) ^ 2 + lam ^ 2) =
      ∫ u in k..(k + kF), (u - k) * Real.log (u ^ 2 + lam ^ 2) := by
    simpa only [add_zero] using intervalIntegral.integral_comp_add_left (a := 0) (b := kF)
      (fun u : ℝ => (u - k) * Real.log (u ^ 2 + lam ^ 2)) k
  have h2 : ∫ p in (0 : ℝ)..kF, (k - p - k) * Real.log ((k - p) ^ 2 + lam ^ 2) =
      ∫ u in (k - kF)..k, (u - k) * Real.log (u ^ 2 + lam ^ 2) := by
    simpa only [sub_zero] using intervalIntegral.integral_comp_sub_left (a := 0) (b := kF)
      (fun u : ℝ => (u - k) * Real.log (u ^ 2 + lam ^ 2)) k
  have hJ := intervalIntegral.integral_add_adjacent_intervals
    (hc.intervalIntegrable (μ := MeasureTheory.volume) (k - kF) k)
    (hc.intervalIntegrable k (k + kF))
  unfold yukawaExchange
  simp only [inner]
  rw [intervalIntegral.integral_const_mul, intervalIntegral.integral_add
    (c1.intervalIntegrable _ _) (c2.intervalIntegrable _ _), h1, h2, ← hJ]
  ring

/-- The slope of the Yukawa exchange self-energy at the Fermi momentum is the Fermi-surface
integral at `s = lam² / (2 kF²)`, divided by `2π`. -/
theorem yukawaExchange_hasDerivAt {kF lam : ℝ} (hk : 0 < kF) (hlam : lam ≠ 0) :
    HasDerivAt (yukawaExchange kF lam)
      (surfaceIntegral (lam ^ 2 / (2 * kF ^ 2)) / (2 * π)) kF := by
  have hL : Continuous (fun u : ℝ => Real.log (u ^ 2 + lam ^ 2)) :=
    Continuous.log (by fun_prop) (fun u => by positivity)
  -- antiderivatives of `ln(u² + lam²)` and of `u ln(u² + lam²)`
  obtain ⟨G, hG⟩ : ∃ G : ℝ → ℝ, ∀ x, HasDerivAt G (Real.log (x ^ 2 + lam ^ 2)) x :=
    ⟨fun x => ∫ u in (0 : ℝ)..x, Real.log (u ^ 2 + lam ^ 2),
      fun x => (hL.integral_hasStrictDerivAt 0 x).hasDerivAt⟩
  obtain ⟨P, hPdef, hP⟩ : ∃ P : ℝ → ℝ,
      (∀ x, P x = (x ^ 2 + lam ^ 2) * (Real.log (x ^ 2 + lam ^ 2) - 1) / 2) ∧
      ∀ x, HasDerivAt P (x * Real.log (x ^ 2 + lam ^ 2)) x := by
    refine ⟨fun x => (x ^ 2 + lam ^ 2) * (Real.log (x ^ 2 + lam ^ 2) - 1) / 2,
      fun _ => rfl, fun x => ?_⟩
    have hne : x ^ 2 + lam ^ 2 ≠ 0 := by positivity
    have h1 : HasDerivAt (fun x : ℝ => x ^ 2 + lam ^ 2) (2 * x) x := by
      simpa using (hasDerivAt_pow 2 x).add_const (lam ^ 2)
    have e : (x ^ 2 + lam ^ 2) * (2 * x / (x ^ 2 + lam ^ 2)) = 2 * x := by field_simp
    exact ((h1.fun_mul ((h1.log hne).sub_const 1)).div_const 2).congr_deriv
      (by linear_combination e / 2)
  have hJ : ∀ k : ℝ, k ≠ 0 → yukawaExchange kF lam k = -(1 / (2 * π * k)) *
      ((P (k + kF) - k * G (k + kF)) - (P (k - kF) - k * G (k - kF))) := by
    intro k hk0
    have hd : ∀ u ∈ Set.uIcc (k - kF) (k + kF), HasDerivAt (fun x => P x - k * G x)
        ((u - k) * Real.log (u ^ 2 + lam ^ 2)) u := fun u _ =>
      ((hP u).fun_sub ((hG u).const_mul k)).congr_deriv (by ring)
    have hc : Continuous (fun u : ℝ => (u - k) * Real.log (u ^ 2 + lam ^ 2)) :=
      Continuous.mul (by fun_prop) hL
    rw [yukawaExchange_eq_window kF hlam hk0,
      intervalIntegral.integral_eq_sub_of_hasDerivAt hd (hc.intervalIntegrable _ _)]
  have a : HasDerivAt (fun k : ℝ => k + kF) 1 kF := (hasDerivAt_id' kF).add_const kF
  have b : HasDerivAt (fun k : ℝ => k - kF) 1 kF := (hasDerivAt_id' kF).sub_const kF
  have chain : ∀ (F f : ℝ → ℝ) (F' f' : ℝ), HasDerivAt F F' (f kF) → HasDerivAt f f' kF →
      HasDerivAt (fun k => F (f k)) (F' * f') kF := fun _ _ _ _ h1 h2 => h1.comp kF h2
  have pa : HasDerivAt (fun k => P (k + kF))
      ((kF + kF) * Real.log ((kF + kF) ^ 2 + lam ^ 2) * 1) kF :=     chain P (fun k => k + kF) _ _ (hP (kF + kF)) a
  have pb : HasDerivAt (fun k => P (k - kF))
      ((kF - kF) * Real.log ((kF - kF) ^ 2 + lam ^ 2) * 1) kF :=     chain P (fun k => k - kF) _ _ (hP (kF - kF)) b
  have ga : HasDerivAt (fun k => G (k + kF))
      (Real.log ((kF + kF) ^ 2 + lam ^ 2) * 1) kF :=     chain G (fun k => k + kF) _ _ (hG (kF + kF)) a
  have gb : HasDerivAt (fun k => G (k - kF))
      (Real.log ((kF - kF) ^ 2 + lam ^ 2) * 1) kF :=     chain G (fun k => k - kF) _ _ (hG (kF - kF)) b
  have hN := (pa.fun_sub ((hasDerivAt_id' kF).fun_mul ga)).fun_sub
    (pb.fun_sub ((hasDerivAt_id' kF).fun_mul gb))
  have hQ := (hN.fun_div (hasDerivAt_id' kF) hk.ne').const_mul (-(1 / (2 * π)))
  refine (hQ.congr_of_eventuallyEq ?_).congr_deriv ?_
  · filter_upwards [eventually_ne_nhds hk.ne'] with k hk0
    rw [hJ k hk0]
    ring
  · -- the values of `G` cancel, leaving the closed form of the surface integral
    have z : (kF - kF) ^ 2 + lam ^ 2 = lam ^ 2 := by ring
    have hs : (2 + lam ^ 2 / (2 * kF ^ 2)) / (lam ^ 2 / (2 * kF ^ 2)) =
        ((kF + kF) ^ 2 + lam ^ 2) / lam ^ 2 := by
      field_simp
      ring
    rw [surfaceIntegral_eq (by positivity), hs,
      Real.log_div (show (kF + kF) ^ 2 + lam ^ 2 ≠ 0 by positivity)
        (show lam ^ 2 ≠ 0 by positivity)]
    simp only [hPdef, z]
    generalize Real.log ((kF + kF) ^ 2 + lam ^ 2) = A
    generalize Real.log (lam ^ 2) = B
    field_simp
    ring

/-- At fixed Fermi momentum, the exchange velocity minus `ln(2 kF / lam) / π` tends to `-1/π` as
the screening `lam` vanishes. -/
theorem exchangeVelocity_asymptotic {kF : ℝ} (hk : 0 < kF) :
    Tendsto (fun lam => deriv (yukawaExchange kF lam) kF - Real.log (2 * kF / lam) / π)
      (𝓝[>] 0) (𝓝 (-1 / π)) := by
  have hc : Continuous (fun lam : ℝ => lam ^ 2 / (2 * kF ^ 2)) := by fun_prop
  have hs : Tendsto (fun lam : ℝ => lam ^ 2 / (2 * kF ^ 2)) (𝓝[>] 0) (𝓝[>] 0) := by
    refine tendsto_nhdsWithin_iff.mpr
      ⟨(hc.tendsto' 0 0 (by simp)).mono_left nhdsWithin_le_nhds, ?_⟩
    filter_upwards [self_mem_nhdsWithin] with lam hl
    have hl' : 0 < lam := hl
    exact Set.mem_Ioi.mpr (by positivity)
  have h := ((surfaceIntegral_sub_log_tendsto.comp hs).div_const (2 * π)).sub_const
    (Real.log 2 / (2 * π))
  rw [show (Real.log 2 - 2) / (2 * π) - Real.log 2 / (2 * π) = -1 / π by ring] at h
  refine h.congr' ?_
  filter_upwards [self_mem_nhdsWithin] with lam hl
  have hl' : 0 < lam := hl
  have e1 : Real.log (1 / (lam ^ 2 / (2 * kF ^ 2))) =
      2 * Real.log (2 * kF / lam) - Real.log 2 := by
    have e2 : 1 / (lam ^ 2 / (2 * kF ^ 2)) = (2 * kF / lam) ^ 2 / 2 := by
      field_simp
    rw [e2, Real.log_div (by positivity) (by norm_num), Real.log_pow]
    push_cast
    ring
  rw [(yukawaExchange_hasDerivAt hk hl'.ne').deriv]
  simp only [Function.comp_apply, e1]
  ring

end

end YukawaExchangeVelocity
```

```lean
#print axioms YukawaExchangeVelocity.surfaceIntegral_div_log_tendsto
#print axioms YukawaExchangeVelocity.exchangeVelocity_asymptotic
```

```
'YukawaExchangeVelocity.surfaceIntegral_div_log_tendsto' depends on axioms: [propext, Classical.choice, Quot.sound]
'YukawaExchangeVelocity.exchangeVelocity_asymptotic' depends on axioms: [propext, Classical.choice, Quot.sound]
```

## How the proof follows the calculation

`surfaceIntegral_eq` checks the antiderivative of $I$ by differentiation (`hd`), with `hpos` keeping the logarithm's argument positive. The fundamental theorem of calculus, `intervalIntegral.integral_eq_sub_of_hasDerivAt`, then supplies the endpoint difference.

`surfaceIntegral_sub_log_tendsto` proves that $(1+s)\ln(2+s)-s\ln s-2$ is continuous at zero, using `Real.continuous_mul_log` for the middle term. The step `h.congr'` transfers the limit to $I(s)-\ln(1/s)$, which agrees with that expression for $s>0$. In `surfaceIntegral_div_log_tendsto`, `div_atTop` says that a convergent quantity divided by one that tends to $+\infty$ tends to zero.

`yukawaExchange_eq_window` performs the angular integral in `inner`. The substitutions $u=k+p$ and $u=k-p$ are `h1` and `h2`, and `hJ` joins the two intervals.

In `yukawaExchange_hasDerivAt`, $G$ is obtained as an integral with variable upper limit and never evaluated, while $P$ is explicit. The facts `pa`, `pb`, `ga` and `gb` are the chain-rule derivatives of the four terms in $N$; `hN` and `hQ` assemble the product and quotient rules. The formula for $\Sigma$ in terms of $N$ requires $k\neq0$, which holds near $k_F$, and `congr_of_eventuallyEq` needs no more than that. Once the logarithms are named `A` and `B`, `field_simp` and `ring` carry out the final cancellation.

`exchangeVelocity_asymptotic` shows in `hs` that $\lambda^2/(2k_F^2)$ tends to zero through positive values, composes this with the limit of $I(s)-\ln(1/s)$, and uses `e1` to rewrite $\ln(1/s)$ in terms of $\ln(2k_F/\lambda)$.
